# Schwenk's vertex recurrence for the characteristic polynomial of a finite simple graph

Removing an atom from a ring and subtracting only the terms for its bonds gives wrong orbital levels. For the triangle of cyclopropenyl this yields $x(x^2-1)-2x=x^3-3x$, with roots $0,\pm\sqrt3$. The correct polynomial is $x^3-3x-2=(x-2)(x+1)^2$, with a degenerate pair. The missing $-2$ comes from the ring itself.

In Hückel theory, a non-interacting model with one site energy $\alpha$ and one coupling $\beta$, the levels are $E=\alpha+\beta x$, where $x$ runs over the roots of $p(G)=\det(xI-A)$ and $A$ is the adjacency matrix of the graph $G$. That a molecule's Hamiltonian is $\alpha I+\beta A$ is assumed here. The vertices form a finite type `V`.

```lean
import Mathlib

open Finset Polynomial Equiv

namespace SchwenkRecurrence

noncomputable section

variable {V : Type*} [Fintype V] [DecidableEq V]
```

## Deletions, routes and cycles

Write $p(G-S)$ for the polynomial of the graph induced on the vertices outside $S$; in Lean it is `delPoly G S`, with `X` for $x$. If no vertex remains, it is $1$.

```lean
/-- The characteristic polynomial of the graph that remains when the vertices in `S` are
deleted from `G`. -/
def delPoly (G : SimpleGraph V) [DecidableRel G.Adj] (S : Finset V) : ℤ[X] :=
  ((G.comap (Subtype.val : {x // x ∉ S} → V)).adjMatrix ℤ).charpoly
```

A closed route through $v$ is a cyclic permutation $c$ that moves $v$ and sends each vertex of its support (the vertices it moves) to a neighbour. Unlike a graph cycle, it may have only two vertices.

```lean
open scoped Classical in
/-- The closed routes through `v`: cyclic permutations that move `v` and send every vertex
they move to a neighbour. Going to a neighbour and back counts as a route. -/
def routes (G : SimpleGraph V) (v : V) : Finset (Perm V) :=
  univ.filter fun c => c.IsCycle ∧ v ∈ c.support ∧ ∀ i ∈ c.support, G.Adj i (c i)
```

Forgetting direction leaves the edges $\{i,c(i)\}$.

```lean
/-- The set of edges traced by a permutation, without their direction. -/
def cycleEdges (c : Perm V) : Finset (Sym2 V) := c.support.image fun i => s(i, c i)
```

A cycle subgraph $C$ is such an edge set with at least three vertices. Both orientations give the same set, which is counted once.

```lean
/-- The cycle subgraphs of `G` through `v`, each given by its set of edges: those traced by
a closed route with at least three vertices. -/
def cyclesThrough (G : SimpleGraph V) (v : V) : Finset (Finset (Sym2 V)) :=
  ((routes G v).filter fun c => 3 ≤ c.support.card).image cycleEdges
```

Its vertices are recovered from its edges.

```lean
open scoped Classical in
/-- The vertices that lie on some edge of `C`. -/
def cycleVertices (C : Finset (Sym2 V)) : Finset V := univ.filter fun x => ∃ e ∈ C, x ∈ e
```

Mathlib's closed walks could have modelled the cycles instead. Summing over cyclic walks based at $v$ would count both orientations and absorb the factor 2, but the walks would then have to be matched to permutations.

## Expanding the determinant around one vertex

In $\det M=\sum_\sigma \operatorname{sgn}\sigma\prod_i M_{\sigma(i)i}$, group the permutations by the cycle $c$ containing $v$, with $c=1$ if $v$ is fixed. Put $S_c=\{v\}\cup\operatorname{supp}c$. Then $\sigma=c\tau$, where $\tau$ permutes only the indices outside $S_c$. Signs and products factorise, and summing over $\tau$ gives

$$\det M=\sum_c \operatorname{sgn}(c)\prod_{i\in S_c}M_{c(i)i}\;\det M_{V\setminus S_c}.$$

The condition `c.cycleOf v = c` selects these $c$, and `sum_bij` matches $\tau$ with $c\tau$.

```lean
/-- A determinant expanded by the permutation cycle `c` that contains the index `v`: the
other factor is the determinant on the indices outside that cycle. -/
theorem det_cycle_expansion {R : Type*} [CommRing R] (M : Matrix V V R) (v : V) :
    M.det = ∑ c ∈ univ.filter (fun c : Perm V => c.cycleOf v = c),
      ((Perm.sign c : ℤ) : R) * (∏ i ∈ insert v c.support, M (c i) i) *
        (M.submatrix (Subtype.val : {x // x ∉ insert v c.support} → V) Subtype.val).det := by
  have hmaps : ∀ σ ∈ (univ : Finset (Perm V)),
      σ.cycleOf v ∈ univ.filter (fun c : Perm V => c.cycleOf v = c) := by
    intro σ _
    refine mem_filter.2 ⟨mem_univ _, ?_⟩
    by_cases h : σ v = v
    · rw [(Perm.cycleOf_eq_one_iff _).2 h, Perm.cycleOf_one]
    · exact (Perm.isCycle_cycleOf σ h).cycleOf_eq (by rwa [Perm.cycleOf_apply_self])
  rw [Matrix.det_apply', ← sum_fiberwise_of_maps_to hmaps]
  refine sum_congr rfl fun c hc => ?_
  have hc' : c.cycleOf v = c := (mem_filter.1 hc).2
  have hfix : ∀ x, x ∉ insert v c.support → c x = x := fun x hx => by
    by_contra h
    exact hx (mem_insert_of_mem (Perm.mem_support.2 h))
  have hmap : ∀ x ∈ insert v c.support, c x ∈ insert v c.support := fun x hx => by
    by_cases h : c x = x
    · rwa [h]
    · exact mem_insert_of_mem (Perm.apply_mem_support.2 (Perm.mem_support.2 h))
  have hmem : ∀ x ∈ insert v c.support, x = v ∨ c x ≠ x := fun x hx =>
    (mem_insert.1 hx).imp id Perm.mem_support.1
  have hv : v ∈ insert v c.support := mem_insert_self _ _
  generalize insert v c.support = S at hfix hmap hmem hv ⊢
  -- permutations of the remaining indices, extended by the identity
  obtain ⟨E, hE0, hE1, hsign⟩ : ∃ E : Perm {x // x ∉ S} → Perm V,
      (∀ τ x, x ∈ S → E τ x = x) ∧ (∀ τ x (h : x ∉ S), E τ x = τ ⟨x, h⟩) ∧
      ∀ τ, Perm.sign (E τ) = Perm.sign τ :=
    ⟨fun τ => τ.extendDomain (Equiv.refl {x // x ∉ S}),
      fun τ x h => Perm.extendDomain_apply_not_subtype τ (Equiv.refl {x // x ∉ S}) (not_not.2 h),
      fun τ x h => Perm.extendDomain_apply_subtype τ (Equiv.refl {x // x ∉ S}) h,
      fun τ => Perm.sign_extendDomain _ _⟩
  rw [Matrix.det_apply', mul_sum]
  symm
  refine sum_bij (fun τ _ => c * E τ) ?_ ?_ ?_ ?_
  · intro τ _
    have hd : Perm.Disjoint c (E τ) := fun x => by
      by_cases h : x ∈ S
      · exact Or.inr (hE0 τ x h)
      · exact Or.inl (hfix x h)
    refine mem_filter.2 ⟨mem_univ _, ?_⟩
    exact (Perm.cycleOf_mul_of_apply_right_eq_self hd.commute v (hE0 τ v hv)).trans hc'
  · intro τ₁ _ τ₂ _ h
    have h' : E τ₁ = E τ₂ := mul_left_cancel h
    refine Equiv.ext fun x => Subtype.ext ?_
    have hx := DFunLike.congr_fun h' x.1
    rw [hE1 _ x.1 x.2, hE1 _ x.1 x.2] at hx
    exact hx
  · intro σ hσ
    have hσ' : σ.cycleOf v = c := (mem_filter.1 hσ).2
    have hagree : ∀ x ∈ S, σ x = c x := fun x hx => by
      have hx' := Perm.cycleOf_apply σ v x
      rw [hσ'] at hx'
      split_ifs at hx' with h
      · exact hx'.symm
      · rcases hmem x hx with e | e
        · exact absurd (e ▸ Perm.SameCycle.refl σ _) h
        · exact absurd hx' e
    have hinv : ∀ x, σ x ∉ S ↔ x ∉ S := fun x => by
      refine not_congr ⟨fun h => ?_, fun h => by rw [hagree x h]; exact hmap x h⟩
      obtain ⟨z, hz⟩ := c.surjective (σ x)
      have hzS : z ∈ S := by
        by_contra hn
        rw [hfix z hn] at hz
        exact hn (hz ▸ h)
      have : z = x := σ.injective ((hagree z hzS).trans hz)
      exact this ▸ hzS
    refine ⟨σ.subtypePerm (fun x => by have := hinv x; tauto), mem_univ _,
      Equiv.ext fun x => ?_⟩
    rw [Perm.mul_apply]
    by_cases hx : x ∈ S
    · rw [hE0 _ x hx, hagree x hx]
    · rw [hE1 _ x hx]
      exact hfix _ ((hinv x).2 hx)
  · intro τ _
    have hprod : ∏ i, M ((c * E τ) i) i =
        (∏ i ∈ S, M (c i) i) * ∏ j : {x // x ∉ S}, M (τ j) j := by
      rw [← prod_mul_prod_compl S, prod_subtype Sᶜ (p := fun x => x ∉ S) (fun x => mem_compl)]
      congr 1
      · exact prod_congr rfl fun i hi => by rw [Perm.mul_apply, hE0 τ i hi]
      · exact prod_congr rfl fun j _ => by
          rw [Perm.mul_apply, hE1 τ j j.2, hfix _ (τ _).2]
    rw [hprod, Perm.sign_mul, hsign]
    simp only [Matrix.submatrix_apply]
    push_cast
    ring
```

Route membership unfolds to its three conditions.

```lean
/-- A permutation is a closed route through `v` exactly when it is a single cycle, moves `v`,
and sends every vertex it moves to a neighbour. -/
theorem mem_routes {G : SimpleGraph V} {v : V} {c : Perm V} : c ∈ routes G v ↔
    c.IsCycle ∧ v ∈ c.support ∧ ∀ i ∈ c.support, G.Adj i (c i) := by
  classical
  exact ⟨fun h => (mem_filter.1 h).2, fun h => mem_filter.2 ⟨mem_univ _, h⟩⟩
```

Now set $M=xI-A$. The term $c=1$ gives $x\,p(G-v)$. A step between non-neighbours gives a zero entry. A route of length $k$ has coefficient $(-1)^{k-1}(-1)^k=-1$, so

$$p(G)=x\,p(G-v)-\sum_c p(G-\operatorname{supp}c).$$

```lean
/-- The characteristic polynomial is `x p(G - v)` minus the sum, over all closed routes
through `v`, of the polynomial of the graph without the vertices of the route. -/
theorem charpoly_routes (G : SimpleGraph V) [DecidableRel G.Adj] (v : V) :
    (G.adjMatrix ℤ).charpoly =
      X * delPoly G {v} - ∑ c ∈ routes G v, delPoly G c.support := by
  -- striking out rows and columns of `x - A` deletes vertices
  have det_minor : ∀ S : Finset V, ((G.adjMatrix ℤ).charmatrix.submatrix
      (Subtype.val : {x // x ∉ S} → V) Subtype.val).det = delPoly G S := by
    intro S
    refine congrArg Matrix.det (Matrix.ext fun a b => ?_)
    rw [Matrix.submatrix_apply]
    rcases eq_or_ne a b with rfl | h
    · rw [Matrix.charmatrix_apply_eq, Matrix.charmatrix_apply_eq]
      simp
    · rw [Matrix.charmatrix_apply_ne _ _ _ (fun e => h (Subtype.ext e)),
        Matrix.charmatrix_apply_ne _ _ _ h]
      simp [SimpleGraph.adjMatrix_apply]
  have hexp : (G.adjMatrix ℤ).charpoly =
      ∑ c ∈ univ.filter (fun c : Perm V => c.cycleOf v = c), ((Perm.sign c : ℤ) : ℤ[X]) *
        (∏ i ∈ insert v c.support, (G.adjMatrix ℤ).charmatrix (c i) i) *
        delPoly G (insert v c.support) := by
    rw [Matrix.charpoly, det_cycle_expansion _ v]
    exact sum_congr rfl fun c _ => by rw [det_minor]
  have h1 : (1 : Perm V) ∈ univ.filter (fun c : Perm V => c.cycleOf v = c) :=
    mem_filter.2 ⟨mem_univ _, Perm.cycleOf_one v⟩
  rw [hexp, ← add_sum_erase _ _ h1, sub_eq_add_neg, ← sum_neg_distrib]
  congr 1
  · simp [Matrix.charmatrix_apply_eq]
  refine Eq.trans (sum_subset (s₁ := routes G v) ?_ ?_).symm (sum_congr rfl ?_)
  · intro c hc
    obtain ⟨h, hv, -⟩ := mem_routes.1 hc
    exact mem_erase.2 ⟨h.ne_one, mem_filter.2 ⟨mem_univ _, h.cycleOf_eq (Perm.mem_support.1 hv)⟩⟩
  · -- a cycle with a step between non-neighbours contributes nothing
    intro c hc hn
    obtain ⟨hc1, hcT⟩ := mem_erase.1 hc
    have hcv : c.cycleOf v = c := (mem_filter.1 hcT).2
    have hv : c v ≠ v := fun h => hc1 (hcv.symm.trans ((Perm.cycleOf_eq_one_iff _).2 h))
    have hcyc := Perm.isCycle_cycleOf c hv
    rw [hcv] at hcyc
    obtain ⟨i, hi, hna⟩ : ∃ i ∈ c.support, ¬ G.Adj i (c i) := by
      by_contra! hall
      exact hn (mem_routes.2 ⟨hcyc, Perm.mem_support.2 hv, hall⟩)
    have hz : ∏ i ∈ insert v c.support, (G.adjMatrix ℤ).charmatrix (c i) i = 0 := by
      refine prod_eq_zero (mem_insert_of_mem hi) ?_
      have hna' : ¬ G.Adj (c i) i := fun h => hna h.symm
      rw [Matrix.charmatrix_apply_ne _ _ _ (Perm.mem_support.1 hi)]
      simp [SimpleGraph.adjMatrix_apply, hna']
    simp only [hz, mul_zero, zero_mul]
  · -- the sign of the cycle cancels the signs of the matrix entries, up to one
    intro c hc
    obtain ⟨h, hv, ha⟩ := mem_routes.1 hc
    have hp : ∏ i ∈ c.support, (G.adjMatrix ℤ).charmatrix (c i) i =
        (-1 : ℤ[X]) ^ c.support.card := by
      rw [← prod_const]
      refine prod_congr rfl fun i hi => ?_
      rw [Matrix.charmatrix_apply_ne _ _ _ (Perm.mem_support.1 hi)]
      simp [SimpleGraph.adjMatrix_apply, (ha i hi).symm]
    have hs : (-1 : ℤ[X]) ^ c.support.card * (-1) ^ c.support.card = 1 := by
      rw [← mul_pow]
      simp
    rw [insert_eq_of_mem hv, hp, h.sign]
    push_cast
    linear_combination (-delPoly G c.support) * hs
```

## Two orientations for each ring

If $k\ge3$, two steps never return to the start: $c(c(x))\ne x$ for every moved $x$.

```lean
/-- Two steps along a cyclic permutation with at least three vertices do not lead back to
the starting vertex, if that vertex is moved. -/
theorem no_return {c : Perm V} (hc : c.IsCycle) (h3 : 3 ≤ c.support.card) {x : V}
    (hx : c x ≠ x) : c (c x) ≠ x := fun h => by
  have h2 := Perm.card_support_swap hx.symm
  rw [← hc.eq_swap_of_apply_apply_eq_self hx h] at h2
  omega
```

The traced edges meet exactly the moved vertices.

```lean
/-- The vertices on the edges traced by a permutation are the vertices that it moves. -/
theorem vertices_edges (c : Perm V) : cycleVertices (cycleEdges c) = c.support := by
  ext x
  simp only [cycleVertices, cycleEdges, mem_filter, mem_univ, true_and, mem_image]
  constructor
  · rintro ⟨_, ⟨i, hi, rfl⟩, hx⟩
    rcases Sym2.mem_iff.1 hx with rfl | rfl
    · exact hi
    · exact Perm.apply_mem_support.2 hi
  · intro hx
    exact ⟨_, ⟨x, hx, rfl⟩, Sym2.mem_mk_left _ _⟩
```

Suppose that $d$, also with at least three vertices, always steps forward or back along $c$, and that $d(v)=c(v)$ for some vertex $v$ moved by $c$. Turning back at the next vertex would give $d(d(v))=v$, which is excluded. By induction $d$ and $c$ agree on the support of $c$. At a vertex fixed by $c$, a step forward or back along $c$ stays put, so $d$ fixes it too, and $d=c$.

```lean
/-- Let `c` and `d` be cyclic permutations, `d` with at least three vertices, such that `d`
takes every vertex one step forward or one step back along `c`. If they agree at one vertex
moved by `c`, they are equal. -/
theorem eq_of_agree {c d : Perm V} (hc : c.IsCycle) (hd : d.IsCycle)
    (h3 : 3 ≤ d.support.card) (H : ∀ x, d x = c x ∨ c (d x) = x) {v : V}
    (hv : c v ≠ v) (e : d v = c v) : d = c := by
  have step : ∀ n : ℕ, d ((c ^ n) v) = c ((c ^ n) v) := by
    intro n
    induction n with
    | zero => simpa using e
    | succ n ih =>
      rw [pow_succ', Perm.mul_apply]
      generalize (c ^ n) v = x at ih ⊢
      by_cases hx : c x = x
      · rw [hx, ih]
      · rcases H (c x) with h | h
        · exact h
        · have h' : d (d x) = x := by rw [ih]; exact c.injective h
          exact absurd h' (no_return hd h3 (by rwa [ih]))
  refine Equiv.ext fun y => ?_
  by_cases hy : c y = y
  · rcases H y with h | h
    · exact h
    · rw [hy]
      exact c.injective (h.trans hy.symm)
  · obtain ⟨n, rfl⟩ := hc.exists_pow_eq hv hy
    exact step n
```

If $d$ and $c$ trace the same edges, then $d(v)$ is $c(v)$ or $c^{-1}(v)$. Hence $d=c$ or $d=c^{-1}$.

```lean
/-- Two cyclic permutations `c` and `d` that trace the same edges, `d` with at least three vertices,
are equal or run in opposite directions. -/
theorem eq_or_eq_inv {c d : Perm V} (hc : c.IsCycle) (hd : d.IsCycle)
    (h3 : 3 ≤ d.support.card) (h : cycleEdges d = cycleEdges c) : d = c ∨ d = c⁻¹ := by
  have hs : d.support = c.support := by rw [← vertices_edges d, h, vertices_edges c]
  have H : ∀ x, d x = c x ∨ c (d x) = x := by
    intro x
    by_cases hx : x ∈ d.support
    · have hm : s(x, d x) ∈ cycleEdges c := by
        rw [← h]
        exact mem_image_of_mem (fun i => s(i, d i)) hx
      obtain ⟨i, _, hi⟩ := mem_image.1 hm
      rcases Sym2.eq_iff.1 hi with ⟨h1, h2⟩ | ⟨h1, h2⟩
      · left
        rw [← h2, h1]
      · right
        rw [← h1, h2]
    · have h1 : d x = x := by
        by_contra e
        exact hx (Perm.mem_support.2 e)
      have h2 : c x = x := by
        by_contra e
        exact hx (hs ▸ Perm.mem_support.2 e)
      exact Or.inl (h1.trans h2.symm)
  obtain ⟨v, hv, -⟩ := id hc
  rcases H v with e | e
  · exact Or.inl (eq_of_agree hc hd h3 H hv e)
  · exact Or.inr (eq_of_agree hc.inv hd h3
      (fun x => (H x).symm.imp Perm.eq_inv_iff_eq.2 Perm.inv_eq_iff_eq.2)
      (fun e' => hv (Perm.inv_eq_iff_eq.1 e').symm) (Perm.eq_inv_iff_eq.2 e))
```

These two are distinct, since $c(c(v))\ne v$. Each $C$ therefore collects exactly two equal terms.

```lean
/-- Summing a function of the vertex set over closed routes through `v` with at least three vertices
counts every cycle subgraph through `v` twice. -/
theorem sum_routes_eq_two_mul (G : SimpleGraph V) (v : V) (f : Finset V → ℤ[X]) :
    ∑ c ∈ (routes G v).filter (fun c => 3 ≤ c.support.card), f c.support =
      2 * ∑ C ∈ cyclesThrough G v, f (cycleVertices C) := by
  have happ : ∀ (c : Perm V) (i : V), c (c⁻¹ i) = i := fun c i => Equiv.apply_symm_apply c i
  -- reversing a route does not change its edges
  have sub : ∀ c : Perm V, cycleEdges c⁻¹ ⊆ cycleEdges c := by
    intro c e he
    obtain ⟨i, hi, rfl⟩ := mem_image.1 he
    rw [Perm.support_inv] at hi
    refine mem_image.2 ⟨c⁻¹ i, ?_, ?_⟩
    · apply Perm.apply_mem_support.1
      rwa [happ]
    · rw [happ]
      exact Sym2.eq_swap
  have edges_inv : ∀ c : Perm V, cycleEdges c⁻¹ = cycleEdges c := by
    intro c
    have h := sub c⁻¹
    rw [inv_inv] at h
    exact (sub c).antisymm h
  rw [← sum_fiberwise_of_maps_to (t := cyclesThrough G v) (g := cycleEdges)
    (fun c hc => mem_image_of_mem _ hc), mul_sum]
  refine sum_congr rfl fun C hC => ?_
  obtain ⟨c, hc, rfl⟩ := mem_image.1 hC
  obtain ⟨hr, h3⟩ := mem_filter.1 hc
  obtain ⟨hcyc, hv, ha⟩ := mem_routes.1 hr
  have hne : c ≠ c⁻¹ := fun e =>
    no_return hcyc h3 (Perm.mem_support.1 hv) (Perm.eq_inv_iff_eq.1 (DFunLike.congr_fun e v))
  have hinv : c⁻¹ ∈ (routes G v).filter (fun c => 3 ≤ c.support.card) := by
    refine mem_filter.2 ⟨mem_routes.2 ⟨hcyc.inv, ?_, fun i hi => ?_⟩, ?_⟩
    · rwa [Perm.support_inv]
    · rw [Perm.support_inv] at hi
      have hi' : c⁻¹ i ∈ c.support := by
        apply Perm.apply_mem_support.1
        rwa [happ]
      have h := ha _ hi'
      rw [happ] at h
      exact h.symm
    · rwa [Perm.support_inv]
  have hpair : ((routes G v).filter (fun c => 3 ≤ c.support.card)).filter
      (fun d => cycleEdges d = cycleEdges c) = {c, c⁻¹} := by
    ext d
    rw [mem_filter, mem_insert, mem_singleton]
    constructor
    · rintro ⟨hd, he⟩
      obtain ⟨hdr, hd3⟩ := mem_filter.1 hd
      exact eq_or_eq_inv hcyc (mem_routes.1 hdr).1 hd3 he
    · rintro (rfl | rfl)
      · exact ⟨hc, rfl⟩
      · exact ⟨hinv, edges_inv c⟩
  rw [hpair, sum_pair hne, Perm.support_inv, vertices_edges, two_mul]
```

## The recurrence

The routes with $k=2$ are the swaps of $v$ with a neighbour $w$. Separating them from the longer routes gives, for every vertex $v$ of $G$,

$$p(G)=x\,p(G-v)-\sum_{w\sim v}p(G-v-w)-2\sum_{C\ni v}p(G-C),$$

where $G-C$ lacks all vertices of $C$, not just its edges.

```lean
/-- Schwenk's vertex recurrence: `p(G)` equals `x p(G - v)`, minus the sum of `p(G - v - w)`
over the neighbours `w` of `v`, minus twice the sum of `p(G - C)` over the cycle subgraphs
`C` through `v`. -/
theorem schwenk (G : SimpleGraph V) [DecidableRel G.Adj] (v : V) :
    (G.adjMatrix ℤ).charpoly = X * delPoly G {v}
      - ∑ w ∈ G.neighborFinset v, delPoly G {v, w}
      - 2 * ∑ C ∈ cyclesThrough G v, delPoly G (cycleVertices C) := by
  -- the routes with two vertices are the swaps of `v` with a neighbour
  have hnb : ∑ c ∈ (routes G v).filter (fun c => ¬ 3 ≤ c.support.card), delPoly G c.support =
      ∑ w ∈ G.neighborFinset v, delPoly G {v, w} := by
    symm
    refine sum_bij (fun w _ => swap v w) ?_ ?_ ?_ ?_
    · intro w hw
      have ha : G.Adj v w := (G.mem_neighborFinset v w).1 hw
      refine mem_filter.2 ⟨mem_routes.2 ⟨Perm.isCycle_swap ha.ne, ?_, fun i hi => ?_⟩, ?_⟩
      · rw [Perm.support_swap ha.ne]
        exact mem_insert_self _ _
      · rw [Perm.support_swap ha.ne, mem_insert, mem_singleton] at hi
        rcases hi with h | h
        · rw [h, swap_apply_left]
          exact ha
        · rw [h, swap_apply_right]
          exact ha.symm
      · rw [Perm.card_support_swap ha.ne]
        norm_num
    · intro w _ w' _ h
      have h' := DFunLike.congr_fun h v
      rwa [swap_apply_left, swap_apply_left] at h'
    · intro c hc
      obtain ⟨hr, h3⟩ := mem_filter.1 hc
      obtain ⟨hcyc, hv, ha⟩ := mem_routes.1 hr
      have h2 := hcyc.two_le_card_support
      obtain ⟨x, y, hxy, rfl⟩ := Perm.card_support_eq_two.1 (by omega : c.support.card = 2)
      refine ⟨swap x y v, (G.mem_neighborFinset _ _).2 (ha v hv), ?_⟩
      rw [Perm.support_swap hxy, mem_insert, mem_singleton] at hv
      rcases hv with h | h
      · rw [h, swap_apply_left]
      · rw [h, swap_apply_right, swap_comm]
    · intro w hw
      rw [Perm.support_swap ((G.mem_neighborFinset v w).1 hw).ne]
  rw [charpoly_routes G v, ← sum_filter_add_sum_filter_not (routes G v)
    (fun c => 3 ≤ c.support.card), sum_routes_eq_two_mul G v (delPoly G), hnb]
  ring
```

If $w$ is the only neighbour of $v$, no cycle passes through $v$, because it would have to enter and leave by different neighbours. Only the first two terms remain, as at the end of a polyene chain.

```lean
/-- If `w` is the only neighbour of `v`, then `p(G) = x p(G - v) - p(G - v - w)`. -/
theorem pendant_vertex (G : SimpleGraph V) [DecidableRel G.Adj] {v w : V}
    (h : G.neighborFinset v = {w}) :
    (G.adjMatrix ℤ).charpoly = X * delPoly G {v} - delPoly G {v, w} := by
  have hw : ∀ u, G.Adj v u → u = w := fun u hu =>
    mem_singleton.1 (h ▸ (G.mem_neighborFinset v u).2 hu)
  -- a cycle would enter and leave `v` through the same neighbour
  have hempty : cyclesThrough G v = ∅ := by
    refine image_eq_empty.2 (filter_eq_empty_iff.2 fun c hc h3 => ?_)
    obtain ⟨hcyc, hv, ha⟩ := mem_routes.1 hc
    obtain ⟨u, hu⟩ := c.surjective v
    have hus : u ∈ c.support := Perm.apply_mem_support.1 (by rwa [hu])
    have h1 := ha u hus
    rw [hu] at h1
    refine no_return hcyc h3 (Perm.mem_support.1 hv) ?_
    rw [hw _ (ha v hv), ← hw u h1.symm, hu]
  rw [schwenk G v, h, hempty, sum_singleton, sum_empty, mul_zero, sub_zero]

end

end SchwenkRecurrence
```

```lean
#print axioms SchwenkRecurrence.schwenk
#print axioms SchwenkRecurrence.pendant_vertex
```

```
'SchwenkRecurrence.schwenk' depends on axioms: [propext, Classical.choice, Quot.sound]
'SchwenkRecurrence.pendant_vertex' depends on axioms: [propext, Classical.choice, Quot.sound]
```

The same argument extends to a real symmetric matrix $a$ whose off-diagonal entries vanish between non-neighbours, as for heteroatoms and unequal bonds, though this version has not been formalised here: each $p$ becomes the characteristic polynomial of $a$ restricted to the vertices that remain, the factor $x$ becomes $x-a_{vv}$, each neighbour term gains the factor $a_{vw}^2$, and each cycle term gains the product of $a$ over its edges.
